# The tree percolation equation $q = 1 - p + p\,q^k$ with $k \ge 2$ has a root in $[0,1)$ exactly when $kp > 1$

Let $k \ge 2$ be a natural number and let $0 \le p \le 1$. The equation

$$q = 1 - p + p\,q^k$$

has a solution with $0 \le q < 1$ if and only if $kp > 1$, and that solution is unique. Here $k$ is the number of children of each site of a rooted tree, $p$ is the probability that a site carries a magnetic atom, independently of all other sites, and $q$ is the probability that a branch contains no infinite path of occupied sites starting at its first site. For $kp \le 1$ only $q = 1$ remains in $[0,1]$, and with probability one every cluster is finite.

A finite cluster of quantum or classical spins has no spontaneous magnetisation at positive temperature. On this tree, with exchange between neighbouring sites only, $kp > 1$ is therefore a necessary condition for a non-zero ordering temperature. A crystal lattice has closed loops, which the tree lacks, so the value $p = 1/k$ does not carry over to it.

## From cut-off branches to the threshold

A branch is cut off if its first site is empty, which has probability $1-p$, or if that site is occupied and all $k$ sub-branches are cut off. The sub-branches are independent, so the second case has probability $p\,q^k$. Write $f(q) = 1 - p + p\,q^k$ for the sum.

The root $q = 1$ is always present. With $S(q) = 1 + q + \dots + q^{k-1}$ and $(1-q)S(q) = 1 - q^k$,

$$q - f(q) = -(1-q) + p\,(1 - q^k) = (1-q)\,\bigl(p\,S(q) - 1\bigr).$$

For $q < 1$ the equation $q = f(q)$ therefore says $p\,S(q) = 1$. Since $k \ge 2$, the sum contains the term $q$, so $S$ grows strictly on $[0,1]$, from $S(0) = 1$ to $S(1) = k$.

Suppose that $q \in [0,1)$ is a solution. Then $p \ne 0$, because $p\,S(q) = 1$, and $1 = p\,S(q) < p\,S(1) = kp$. Conversely, let $kp > 1$. Then $p\,S(0) = p \le 1 < kp = p\,S(1)$, and the intermediate value theorem gives a $q \in [0,1]$ with $p\,S(q) = 1$. It is not $1$, since $p\,S(1) = kp \ne 1$. Two different solutions in $[0,1)$ would give two different values of $S$, both equal to $1/p$, so there is only one.

Above the threshold there are two roots in $[0,1]$, and the physical one has to be identified. Let $q_n$ be the probability that no occupied path runs through the first $n$ generations of a branch. Then $q_0 = 0$ and $q_{n+1} = f(q_n)$. The map $f$ is non-decreasing for $q \ge 0$, and $q_1 = f(0) \ge 0 = q_0$, so by induction $q_n \le q_{n+1}$. If $r \ge 0$ satisfies $r = f(r)$, then $q_0 \le r$, and $q_n \le r$ implies $q_{n+1} = f(q_n) \le f(r) = r$. Taking $r = 1$ shows that the sequence is bounded, so it converges to some $l$. Continuity gives $l = f(l)$, and the bound gives $l \le r$ for every non-negative root $r$. The limit is the least non-negative root: it equals $1$ for $kp \le 1$ and lies below $1$ for $kp > 1$.

For $k = 2$ the equation factorises as $(q-1)\bigl(pq - (1-p)\bigr) = 0$. For $p \neq 0$ the roots are $q = 1$ and $q = (1-p)/p$, and the second is below $1$ exactly when $p > 1/2$.

## The branch map and its iteration in Lean

```lean
import Mathlib

open Finset Filter Topology

namespace TreePercolation

noncomputable section
```

The map $f$ becomes `branchMap k p`, defined for all real `p` and `q`. The restriction of `p` to $[0,1]$ enters as a hypothesis of the theorems that need it.

```lean
/-- The probability that a branch is cut off, when each of its `k` sub-branches is cut off
independently with probability `q` and a site is occupied with probability `p`. -/
def branchMap (k : ℕ) (p q : ℝ) : ℝ := 1 - p + p * q ^ k
```

The sequence $q_n$ is `deadBy k p n`, defined by the recursion itself.

```lean
/-- The iterates of `branchMap k p` starting from `0`. For `k ≥ 1` and `0 ≤ p ≤ 1` the `n`-th one is
the probability that no path of occupied sites runs through the first `n` generations of a branch.
-/
def deadBy (k : ℕ) (p : ℝ) : ℕ → ℝ
  | 0 => 0
  | n + 1 => branchMap k p (deadBy k p n)
```

The file contains no random configurations: the independence of the sites is built into the power `q ^ k`, and the reading of `deadBy` as a probability rests on the argument given above.

## Factoring out the trivial root

The index set `range k` is $0, \dots, k-1$, so the sum in the next statement is $S(q)$. Mathlib's `mul_neg_geom_sum` supplies $(1-q)S(q) = 1 - q^k$, and `linear_combination` multiplies it by $-p$ and checks the remaining algebra.

```lean
/-- The self-consistency equation has the root `q = 1`, which can be factored out. -/
theorem sub_branchMap (k : ℕ) (p q : ℝ) :
    q - branchMap k p q = (1 - q) * (p * ∑ i ∈ range k, q ^ i - 1) := by
  have h := mul_neg_geom_sum q k
  unfold branchMap
  linear_combination (-p) * h
```

Dividing by $1 - q$ is expressed through the rule that a vanishing product has a vanishing factor. The factor $1-q$ is excluded by `hq`.

```lean
/-- Below `q = 1` the self-consistency equation is equivalent to
`p (1 + q + ... + q ^ (k - 1)) = 1`. -/
theorem fixed_iff {k : ℕ} {p q : ℝ} (hq : q < 1) :
    q = branchMap k p q ↔ p * ∑ i ∈ range k, q ^ i = 1 := by
  have h := sub_branchMap k p q
  constructor
  · intro e
    have h0 : (1 - q) * (p * ∑ i ∈ range k, q ^ i - 1) = 0 := by
      rw [← h]
      exact sub_eq_zero.2 e
    rcases mul_eq_zero.1 h0 with h1 | h1 <;> linarith
  · intro e
    rw [e, sub_self, mul_zero] at h
    exact sub_eq_zero.1 h
```

Strict growth of $S$ is proved term by term: no term decreases, and the term with exponent $1$ increases strictly. That term is present because $k \ge 2$.

```lean
/-- For at least two sub-branches the sum `1 + q + ... + q ^ (k - 1)` grows strictly
with `q ≥ 0`. -/
theorem geom_strict {k : ℕ} (hk : 2 ≤ k) {a b : ℝ} (ha : 0 ≤ a) (hab : a < b) :
    ∑ i ∈ range k, a ^ i < ∑ i ∈ range k, b ^ i :=
  Finset.sum_lt_sum (fun i _ => pow_le_pow_left₀ ha hab.le i)
    ⟨1, Finset.mem_range.2 (by omega), by simpa using hab⟩
```

## Existence of a non-trivial root

The theorem states the equivalence announced at the start, with `k` read as a real number in `1 < k * p`. The hypothesis `hk` matters: for $k = 1$ and $p = 1$ every $q$ solves the equation, although $kp = 1$.

In the forward direction, `hp` establishes $p > 0$, and `geom_strict` compares $S(q)$ with $S(1) = k$. In the other direction, `s0` and `s1` are the two end values of $S$, `hmem` says that $1$ lies between $p\,S(0)$ and $p\,S(1)$, and `intermediate_value_Icc` produces the root. The step `hlt` rules out $q = 1$.

```lean
/-- For `k ≥ 2` and `0 ≤ p ≤ 1` the equation `q = 1 - p + p q ^ k` has a solution with `0 ≤ q < 1`
exactly when `k p > 1`. -/
theorem percolation_threshold {k : ℕ} (hk : 2 ≤ k) {p : ℝ} (hp0 : 0 ≤ p) (hp1 : p ≤ 1) :
    (∃ q : ℝ, 0 ≤ q ∧ q < 1 ∧ q = branchMap k p q) ↔ 1 < k * p := by
  have s1 : ∑ i ∈ range k, (1 : ℝ) ^ i = k := by simp
  constructor
  · rintro ⟨q, h0, h1, hq⟩
    have e := (fixed_iff h1).1 hq
    have hp : 0 < p := by
      refine lt_of_le_of_ne hp0 ?_
      intro h
      rw [← h, zero_mul] at e
      exact zero_ne_one e
    -- the sum stays strictly below its value `k` at `q = 1`
    have hs := geom_strict hk h0 h1
    rw [s1] at hs
    have hm := mul_lt_mul_of_pos_left hs hp
    linarith
  · intro hkp
    have s0 : ∑ i ∈ range k, (0 : ℝ) ^ i = 1 := by
      have h := mul_neg_geom_sum (0 : ℝ) k
      rw [zero_pow (by omega : k ≠ 0), sub_zero, one_mul] at h
      exact h
    have hc : Continuous (fun x : ℝ => p * ∑ i ∈ range k, x ^ i) := by fun_prop
    have hmem : (1 : ℝ) ∈ Set.Icc (p * ∑ i ∈ range k, (0 : ℝ) ^ i)
        (p * ∑ i ∈ range k, (1 : ℝ) ^ i) := by
      rw [s0, s1]
      constructor <;> linarith
    -- the intermediate value theorem yields the non-trivial root
    obtain ⟨q, ⟨h0, h1⟩, hq⟩ :=
      intermediate_value_Icc (zero_le_one' ℝ) hc.continuousOn hmem
    have hq' : p * ∑ i ∈ range k, q ^ i = 1 := hq
    have hlt : q < 1 := by
      refine lt_of_le_of_ne h1 ?_
      intro h
      rw [h, s1] at hq'
      linarith
    exact ⟨q, h0, hlt, (fixed_iff hlt).2 hq'⟩
```

Uniqueness needs no restriction on `p`. Both solutions satisfy $p\,S = 1$; cancelling $p$ gives $S(a) = S(b)$, and strict growth excludes $a < b$ and $b < a$.

```lean
/-- For `k ≥ 2` the self-consistency equation has at most one solution with `0 ≤ q < 1`. -/
theorem solution_unique {k : ℕ} (hk : 2 ≤ k) {p a b : ℝ} (ha0 : 0 ≤ a) (ha1 : a < 1)
    (hb0 : 0 ≤ b) (hb1 : b < 1) (ha : a = branchMap k p a) (hb : b = branchMap k p b) :
    a = b := by
  have ea := (fixed_iff ha1).1 ha
  have eb := (fixed_iff hb1).1 hb
  have hp : p ≠ 0 := by
    intro h
    rw [h, zero_mul] at ea
    exact zero_ne_one ea
  have hs := mul_left_cancel₀ hp (ea.trans eb.symm)
  rcases lt_trichotomy a b with h | h | h
  · exact absurd hs (geom_strict hk ha0 h).ne
  · exact h
  · exact absurd hs.symm (geom_strict hk hb0 h).ne
```

## The physical root is the least one

The next theorem asserts that a limit `l` exists, that it is a non-negative root, and that no non-negative root is smaller. In the proof, `mono` is the monotonicity of $f$, `step` carries $0 \le q_n \le q_{n+1}$ through the induction, and `below` is the bound by an arbitrary root $r$. A bounded monotone sequence converges to its supremum, which gives `ht`. The shifted sequence $q_{n+1}$ then tends both to $f(l)$, by continuity, and to $l$; uniqueness of limits gives $l = f(l)$.

```lean
/-- For `0 ≤ p ≤ 1` the sequence `deadBy k p n` converges, as `n` grows, to the least non-negative
solution of the self-consistency equation. -/
theorem deadBy_tendsto_least (k : ℕ) {p : ℝ} (hp0 : 0 ≤ p) (hp1 : p ≤ 1) :
    ∃ l : ℝ, Tendsto (deadBy k p) atTop (𝓝 l) ∧ 0 ≤ l ∧ l = branchMap k p l ∧
      ∀ r : ℝ, 0 ≤ r → r = branchMap k p r → l ≤ r := by
  have mono : ∀ a b : ℝ, 0 ≤ a → a ≤ b → branchMap k p a ≤ branchMap k p b := by
    intro a b ha hab
    have h := mul_le_mul_of_nonneg_left (pow_le_pow_left₀ ha hab k) hp0
    unfold branchMap
    linarith
  have step : ∀ n, 0 ≤ deadBy k p n ∧ deadBy k p n ≤ deadBy k p (n + 1) := by
    intro n
    induction n with
    | zero =>
      have h : 0 ≤ p * (0 : ℝ) ^ k := by positivity
      refine ⟨by simp [deadBy], ?_⟩
      show (0 : ℝ) ≤ 1 - p + p * 0 ^ k
      linarith
    | succ n ih => exact ⟨ih.1.trans ih.2, mono _ _ ih.1 ih.2⟩
  -- every non-negative fixed point bounds the iterates from above
  have below : ∀ r : ℝ, 0 ≤ r → r = branchMap k p r → ∀ n, deadBy k p n ≤ r := by
    intro r hr hfix n
    induction n with
    | zero => exact hr
    | succ n ih => exact (mono _ _ (step n).1 ih).trans hfix.symm.le
  have hone : (1 : ℝ) = branchMap k p 1 := by simp [branchMap]
  have hbdd : BddAbove (Set.range (deadBy k p)) := by
    refine ⟨1, ?_⟩
    rintro _ ⟨n, rfl⟩
    exact below 1 zero_le_one hone n
  obtain ⟨l, ht⟩ : ∃ l, Tendsto (deadBy k p) atTop (𝓝 l) :=
    ⟨_, tendsto_atTop_ciSup (monotone_nat_of_le_succ fun n => (step n).2) hbdd⟩
  have hc : Continuous (branchMap k p) := by
    unfold branchMap
    fun_prop
  have h2 : Tendsto (fun n => deadBy k p (n + 1)) atTop (𝓝 (branchMap k p l)) :=
    (hc.tendsto l).comp ht
  have h3 : Tendsto (fun n => deadBy k p (n + 1)) atTop (𝓝 l) :=
    ht.comp (tendsto_add_atTop_nat 1)
  exact ⟨l, ht, ge_of_tendsto' ht fun n => (step n).1, tendsto_nhds_unique h3 h2,
    fun r hr hfix => le_of_tendsto' ht (below r hr hfix)⟩
```

Combining this with the existence theorem gives the threshold for the limit. If $q_n \to 1$ and $kp > 1$ held together, the root $r < 1$ would bound the limit from above, a contradiction. If $kp \le 1$, the limit $l$ is a root in $[0,1]$, and a value below $1$ would force $kp > 1$. The critical value $kp = 1$ belongs to the side without an infinite cluster.

```lean
/-- For `k ≥ 2` and `0 ≤ p ≤ 1` the sequence `deadBy k p n` tends to `1` exactly when `k p ≤ 1`. -/
theorem no_infinite_cluster_iff {k : ℕ} (hk : 2 ≤ k) {p : ℝ} (hp0 : 0 ≤ p) (hp1 : p ≤ 1) :
    Tendsto (deadBy k p) atTop (𝓝 1) ↔ k * p ≤ 1 := by
  obtain ⟨l, ht, hl0, hl, hmin⟩ := deadBy_tendsto_least k hp0 hp1
  constructor
  · intro h
    by_contra hkp
    obtain ⟨r, hr0, hr1, hr⟩ := (percolation_threshold hk hp0 hp1).2 (not_le.1 hkp)
    have h1 := tendsto_nhds_unique ht h
    have h2 := hmin r hr0 hr
    linarith
  · intro hkp
    have hle : l ≤ 1 := hmin 1 zero_le_one (by simp [branchMap])
    have hl1 : l = 1 := by
      by_contra hne
      have h := (percolation_threshold hk hp0 hp1).1 ⟨l, hl0, lt_of_le_of_ne hle hne, hl⟩
      linarith
    rw [← hl1]
    exact ht
```

The name of this theorem refers to clusters, while its statement concerns the limit of $q_n$. The passage between them is a short probabilistic argument: each site has finitely many children, so occupied paths reaching every generation imply an infinite one, and the probability of such a path is $1 - l$. When this vanishes for every starting site, it vanishes for the countably many sites together.

## Explicit roots on the binary tree

For $k = 2$ the two roots are given in closed form for every real $p \ne 0$. The proof clears the denominator with `eq_div_iff` and then uses the factorisation found by hand.

```lean
/-- With two sub-branches per site and `p ≠ 0`, the solutions of the self-consistency
equation are `q = 1` and `q = (1 - p) / p`. -/
theorem binary_tree_solutions {p : ℝ} (hp : p ≠ 0) (q : ℝ) :
    q = branchMap 2 p q ↔ q = 1 ∨ q = (1 - p) / p := by
  rw [eq_div_iff hp]
  unfold branchMap
  constructor
  · intro h
    have h0 : (q - 1) * (q * p - (1 - p)) = 0 := by linear_combination -h
    rcases mul_eq_zero.1 h0 with h1 | h1
    · exact Or.inl (sub_eq_zero.1 h1)
    · exact Or.inr (sub_eq_zero.1 h1)
  · rintro (h | h)
    · rw [h]
      ring
    · linear_combination (1 - q) * h

end

end TreePercolation
```

```lean
#print axioms TreePercolation.percolation_threshold
#print axioms TreePercolation.solution_unique
#print axioms TreePercolation.no_infinite_cluster_iff
#print axioms TreePercolation.binary_tree_solutions
```

```
'TreePercolation.percolation_threshold' depends on axioms: [propext, Classical.choice, Quot.sound]
'TreePercolation.solution_unique' depends on axioms: [propext, Classical.choice, Quot.sound]
'TreePercolation.no_infinite_cluster_iff' depends on axioms: [propext, Classical.choice, Quot.sound]
'TreePercolation.binary_tree_solutions' depends on axioms: [propext, Classical.choice, Quot.sound]
```
